# The winding of a gapped two-band chiral chain with finite-range hopping equals the number of roots inside the unit circle minus the phase exponent p

Let k be the dimensionless crystal momentum, and let the off-diagonal Bloch amplitude of a two-sublattice chain be

h(k) = c exp(−ipk) ∏ⱼ (exp(ik) − zⱼ),

with a complex constant c ≠ 0, an integer p, and finitely many complex roots zⱼ, none of modulus 1. Then the winding

W = (1/2πi) ∫₀^{2π} h′(k)/h(k) dk

is

W = N − p,

where N is the number of indices j with |zⱼ| < 1. A repeated root counts as often as it appears. For p = 0 the winding is N itself.

The condition |zⱼ| ≠ 1 stands for an open gap at zero energy. The Bloch Hamiltonian has h(k) and its complex conjugate off the diagonal and zeros on it, and it is invertible at every k exactly when no root lies on the unit circle.

## Checking a winding computed on a k-grid

For a non-interacting two-band chain with chiral symmetry and finite-range hopping, W is the integer that labels the gapped phases once the unit cell is fixed. Choosing the cell so that a site is paired with a partner one cell further along multiplies h by exp(ik) or exp(−ik) and shifts W by one. A code can obtain W by adding up the phase changes of h along a grid of k-points that runs once around the Brillouin zone and dividing the total by 2π. The total can be wrong if the phase turns by more than π between neighbouring points, which is a danger when h comes close to zero. The root count gives an independent value to compare with.

To use it, write the hopping sum as

h(k) = ∑ₙ tₙ exp(ikn), with n running from −p to q,

where the tₙ are hopping amplitudes and t_q ≠ 0. With w = exp(ik), the product wᵖh is a polynomial in w with leading coefficient c = t_q, and its roots are the zⱼ. Count those inside the unit circle and subtract p. A root whose computed distance from the circle is comparable to the numerical error leaves the count undecided.

## From the product rule to the root count

**The amplitude has no zeros.** For real k, |exp(ik)| = 1, so exp(ik) − zⱼ can vanish only if |zⱼ| = 1. With c ≠ 0 and all roots off the circle, h(k) ≠ 0 for every k. Conversely, a root with |zⱼ| = 1 makes h vanish at k = arg zⱼ. The determinant of the Bloch Hamiltonian is −|h(k)|² and its energies are ±|h(k)|, so zeros of h are exactly the gap closings.

**The logarithmic derivative is a sum.** The phase exp(−ipk) has derivative −ip exp(−ipk), and each factor exp(ik) − zⱼ has derivative i exp(ik). The product rule, divided by h, gives

h′(k)/h(k) = −ip + ∑ⱼ i exp(ik)/(exp(ik) − zⱼ).

**Each root gives a contour integral.** Put w = exp(ik), so dw = i exp(ik) dk. As k runs from 0 to 2π, w runs once counterclockwise around the unit circle, and

∫₀^{2π} i exp(ik)/(exp(ik) − z) dk = ∮ dw/(w − z).

On the circle, ∮ wᵐ dw is 2πi for m = −1 and zero for every other integer m. If |z| < 1, the expansion

1/(w − z) = 1/w + z/w² + z²/w³ + …

converges uniformly there, and only its first term contributes, giving 2πi. If |z| > 1, the expansion

1/(w − z) = −(1/z + w/z² + w²/z³ + …)

contains no term 1/w, and the integral is 0.

**The sum counts the inner roots.** The constant −ip integrates to −2πip, and the N inner roots contribute 2πi each:

∫₀^{2π} h′/h dk = 2πi (N − p).

Division by 2πi gives W = N − p. Moving one root from inside to outside, with c and p fixed, lowers N and therefore W by one. A continuous motion of that root must meet the unit circle, where the gap closes.

## Two chains with p = 1

Take c = 2, p = 1 and roots 1/2 and 3. Multiplying out,

h(k) = 2 exp(ik) − 7 + 3 exp(−ik).

One root is inside, so W = 1 − 1 = 0. This can be seen directly: the real part of h is 5 cos k − 7, which is always negative, so the curve cannot encircle the origin.

Now move the root 1/2 to 2:

h(k) = 2 exp(ik) − 10 + 12 exp(−ik) = (14 cos k − 10) − 10i sin k.

No root is inside, so W = 0 − 1 = −1. The curve is an ellipse centred at −10 with horizontal semi-axis 14. It encloses the origin and is traversed clockwise, in agreement with the sign.

The first chain also shows a slip that a root-finding routine invites. Its polynomial 2w² − 7w + 3 has one inner root, and reporting W = 1 forgets that h was multiplied by w to obtain it. The subtraction of p restores the correct value.

## The Lean file

```lean
import Mathlib

open Complex ComplexConjugate
open scoped Real

namespace ChiralChainWinding

noncomputable section

/-- Off-diagonal Bloch amplitude `c exp(-ipk) ∏ⱼ (exp(ik) - zⱼ)` of a chiral chain with
finite-range hopping. -/
def hopping {ι : Type*} [Fintype ι] (c : ℂ) (p : ℤ) (z : ι → ℂ) (k : ℝ) : ℂ :=
  c * exp (k * (-(p * I))) * ∏ j, (exp (k * I) - z j)

/-- Two-sublattice Bloch Hamiltonian with off-diagonal amplitude `h`. -/
def blochHamiltonian (h : ℝ → ℂ) (k : ℝ) : Matrix (Fin 2) (Fin 2) ℂ :=
  !![0, h k; conj (h k), 0]

/-- The integral of `h'/h` over the Brillouin zone `[0, 2π]`, divided by `2πi`. -/
def winding (h : ℝ → ℂ) : ℂ :=
  (∫ k in (0 : ℝ)..2 * π, deriv h k / h k) / (2 * π * I)

/-- A factor `exp(ik) - z` has no zero at real `k` if `z` is off the unit circle. -/
theorem factor_ne_zero {z : ℂ} (hz : ‖z‖ ≠ 1) (k : ℝ) : exp (k * I) - z ≠ 0 := by
  intro h
  apply hz
  rw [← sub_eq_zero.mp h]
  exact Complex.norm_exp_ofReal_mul_I k

/-- The Bloch Hamiltonian is invertible at every crystal momentum exactly when no root
lies on the unit circle. -/
theorem gapped_iff {ι : Type*} [Fintype ι] {c : ℂ} (hc : c ≠ 0) (p : ℤ) (z : ι → ℂ) :
    (∀ k, (blochHamiltonian (hopping c p z) k).det ≠ 0) ↔ ∀ j, ‖z j‖ ≠ 1 := by
  have hdet : ∀ k, (blochHamiltonian (hopping c p z) k).det ≠ 0 ↔ hopping c p z k ≠ 0 := by
    intro k
    simp [blochHamiltonian, Matrix.det_fin_two]
  simp only [hdet]
  constructor
  · intro h j hj
    -- a root on the circle closes the gap at the momentum given by its argument
    have e : exp ((arg (z j) : ℂ) * I) = z j := by
      have := Complex.norm_mul_exp_arg_mul_I (z j)
      rwa [hj, Complex.ofReal_one, one_mul] at this
    apply h (arg (z j))
    exact mul_eq_zero_of_right _
      (Finset.prod_eq_zero (Finset.mem_univ j) (by rw [e, sub_self]))
  · intro h k
    exact mul_ne_zero (mul_ne_zero hc (Complex.exp_ne_zero _))
      (Finset.prod_ne_zero_iff.mpr fun j _ => factor_ne_zero (h j) k)

/-- Derivative of the exponential `exp(ka)` with respect to the real momentum `k`. -/
theorem hasDerivAt_phase (a : ℂ) (k : ℝ) :
    HasDerivAt (fun x : ℝ => exp (x * a)) (a * exp (k * a)) k := by
  have h : HasDerivAt (fun x : ℝ => (x : ℂ) * a) a k :=
    ((hasDerivAt_id' k).ofReal_comp.mul_const a).congr_deriv (by simp)
  exact h.cexp.congr_deriv (mul_comm _ _)

/-- The derivative of the Bloch amplitude is the amplitude times a sum of one term from the
phase and one term from each root. -/
theorem hasDerivAt_hopping {ι : Type*} [Fintype ι] (c : ℂ) (p : ℤ) {z : ι → ℂ}
    (hz : ∀ j, ‖z j‖ ≠ 1) (k : ℝ) :
    HasDerivAt (hopping c p z) (hopping c p z k *
      (-(p * I) + ∑ j, I * exp (k * I) / (exp (k * I) - z j))) k := by
  classical
  -- product rule, one root at a time
  have hprod : ∀ s : Finset ι, HasDerivAt (fun x : ℝ => ∏ j ∈ s, (exp (x * I) - z j))
      ((∏ j ∈ s, (exp (k * I) - z j)) *
        ∑ j ∈ s, I * exp (k * I) / (exp (k * I) - z j)) k := by
    intro s
    induction s using Finset.induction_on with
    | empty =>
      simp only [Finset.prod_empty, Finset.sum_empty, mul_zero]
      exact hasDerivAt_const k (1 : ℂ)
    | insert a s ha ih =>
      simp only [Finset.prod_insert ha, Finset.sum_insert ha]
      refine (((hasDerivAt_phase I k).sub_const (z a)).fun_mul ih).congr_deriv ?_
      have hne := factor_ne_zero (hz a) k
      have h1 : (exp (k * I) - z a) * (I * exp (k * I) / (exp (k * I) - z a))
          = I * exp (k * I) := by field_simp
      linear_combination (-(∏ j ∈ s, (exp (k * I) - z j))) * h1
  refine (((hasDerivAt_phase (-(p * I)) k).const_mul c).fun_mul
    (hprod Finset.univ)).congr_deriv ?_
  unfold hopping
  ring

/-- A single root contributes `2πi` to the integral if it lies inside the unit circle and
nothing if it lies outside. -/
theorem integral_factor (z : ℂ) (hz : ‖z‖ ≠ 1) :
    ∫ k in (0 : ℝ)..2 * π, I * exp (k * I) / (exp (k * I) - z)
      = if ‖z‖ < 1 then 2 * π * I else 0 := by
  -- rewrite as a contour integral over the unit circle
  have key : ∫ k in (0 : ℝ)..2 * π, I * exp (k * I) / (exp (k * I) - z)
      = ∮ w in C(0, 1), (w - z)⁻¹ := by
    unfold circleIntegral
    refine intervalIntegral.integral_congr (fun k _ => ?_)
    simp only [deriv_circleMap, smul_eq_mul]
    simp only [circleMap, zero_add, Complex.ofReal_one, one_mul]
    ring
  rw [key]
  split_ifs with hlt
  · exact circleIntegral.integral_sub_inv_of_mem_ball (mem_ball_zero_iff.mpr hlt)
  · -- outside the circle the integrand is holomorphic on the disc
    have hne : ∀ w ∈ Metric.closedBall (0 : ℂ) 1, w - z ≠ 0 := by
      intro w hw h
      have hle : ‖w‖ ≤ 1 := mem_closedBall_zero_iff.mp hw
      rw [sub_eq_zero.mp h] at hle
      exact hlt (lt_of_le_of_ne hle hz)
    refine Complex.circleIntegral_eq_zero_of_differentiable_on_off_countable
      zero_le_one Set.countable_empty ?_ ?_
    · have hc : ContinuousOn (fun w : ℂ => w - z) (Metric.closedBall 0 1) := by fun_prop
      exact hc.inv₀ hne
    · intro w hw
      have hd : DifferentiableAt ℂ (fun w : ℂ => w - z) w := by fun_prop
      exact hd.inv (hne w (Metric.ball_subset_closedBall hw.1))

/-- The winding of the Bloch amplitude is the number of roots inside the unit circle
minus the integer `p` of the phase `exp(-ipk)`. -/
theorem winding_hopping {ι : Type*} [Fintype ι] {c : ℂ} (hc : c ≠ 0) (p : ℤ) {z : ι → ℂ}
    (hz : ∀ j, ‖z j‖ ≠ 1) :
    winding (hopping c p z) = ((Finset.univ.filter fun j => ‖z j‖ < 1).card : ℂ) - p := by
  have hlog : ∀ k, deriv (hopping c p z) k / hopping c p z k
      = -(p * I) + ∑ j, I * exp (k * I) / (exp (k * I) - z j) := by
    intro k
    have hne : hopping c p z k ≠ 0 :=
      mul_ne_zero (mul_ne_zero hc (Complex.exp_ne_zero _))
        (Finset.prod_ne_zero_iff.mpr fun j _ => factor_ne_zero (hz j) k)
    rw [(hasDerivAt_hopping c p hz k).deriv, mul_div_cancel_left₀ _ hne]
  have hcont : ∀ j, Continuous (fun k : ℝ => I * exp (k * I) / (exp (k * I) - z j)) :=
    fun j => Continuous.div (by fun_prop) (by fun_prop) (fun k => factor_ne_zero (hz j) k)
  have h0 : Continuous (fun _ : ℝ => -((p : ℂ) * I)) := continuous_const
  have hs : Continuous (fun k : ℝ => ∑ j, I * exp (k * I) / (exp (k * I) - z j)) :=
    continuous_finsetSum _ fun j _ => hcont j
  unfold winding
  simp only [hlog]
  -- integrate term by term and count the roots that contribute
  rw [intervalIntegral.integral_add (h0.intervalIntegrable _ _) (hs.intervalIntegrable _ _),
    intervalIntegral.integral_const,
    intervalIntegral.integral_finsetSum (fun j _ => (hcont j).intervalIntegrable _ _),
    Finset.sum_congr rfl (fun j _ => integral_factor (z j) (hz j)),
    ← Finset.sum_filter, Finset.sum_const, nsmul_eq_mul,
    div_eq_iff Complex.two_pi_I_ne_zero]
  simp only [Complex.real_smul, sub_zero, Complex.ofReal_mul, Complex.ofReal_ofNat]
  ring

/-- For `h(k) = c ∏ⱼ (exp(ik) - zⱼ)` the winding is the number of roots inside the
unit circle. -/
theorem winding_eq_card {ι : Type*} [Fintype ι] {c : ℂ} (hc : c ≠ 0) {z : ι → ℂ}
    (hz : ∀ j, ‖z j‖ ≠ 1) :
    winding (fun k => c * ∏ j, (exp (k * I) - z j))
      = ((Finset.univ.filter fun j => ‖z j‖ < 1).card : ℂ) := by
  have e : (fun k : ℝ => c * ∏ j, (exp (k * I) - z j)) = hopping c 0 z := by
    funext k
    simp [hopping]
  rw [e, winding_hopping hc 0 hz, Int.cast_zero, sub_zero]

/-- Moving one root from inside to outside the unit circle lowers the winding by one. -/
theorem winding_root_crossing {ι : Type*} [Fintype ι] [DecidableEq ι] {c : ℂ} (hc : c ≠ 0)
    (p : ℤ) {z : ι → ℂ} (hz : ∀ i, ‖z i‖ ≠ 1) {j : ι} (hj : ‖z j‖ < 1) {w : ℂ}
    (hw : 1 < ‖w‖) :
    winding (hopping c p (Function.update z j w)) = winding (hopping c p z) - 1 := by
  have hz' : ∀ i, ‖Function.update z j w i‖ ≠ 1 := by
    intro i
    by_cases h : i = j
    · rw [h, Function.update_self]
      exact hw.ne'
    · rw [Function.update_of_ne h]
      exact hz i
  -- the set of inner roots loses exactly the index `j`
  have hf : (Finset.univ.filter fun i => ‖Function.update z j w i‖ < 1)
      = (Finset.univ.filter fun i => ‖z i‖ < 1).erase j := by
    ext i
    by_cases h : i = j
    · simp [h, hw.le]
    · simp [h]
  have hmem : j ∈ Finset.univ.filter fun i => ‖z i‖ < 1 := by simp [hj]
  have hcard : (((Finset.univ.filter fun i => ‖z i‖ < 1).erase j).card : ℂ) + 1
      = ((Finset.univ.filter fun i => ‖z i‖ < 1).card : ℂ) := by
    rw [← Finset.card_erase_add_one hmem, Nat.cast_add, Nat.cast_one]
  rw [winding_hopping hc p hz', winding_hopping hc p hz, hf]
  linear_combination hcard

end

end ChiralChainWinding
```

```lean
#print axioms ChiralChainWinding.gapped_iff
#print axioms ChiralChainWinding.winding_hopping
#print axioms ChiralChainWinding.winding_eq_card
#print axioms ChiralChainWinding.winding_root_crossing
```

```
'ChiralChainWinding.gapped_iff' depends on axioms: [propext, Classical.choice, Quot.sound]
'ChiralChainWinding.winding_hopping' depends on axioms: [propext, Classical.choice, Quot.sound]
'ChiralChainWinding.winding_eq_card' depends on axioms: [propext, Classical.choice, Quot.sound]
'ChiralChainWinding.winding_root_crossing' depends on axioms: [propext, Classical.choice, Quot.sound]
```

## Conventions in the definitions

`hopping c p z` is h. The roots form a family `z : ι → ℂ` over a finite index type, so the count is over indices and repeated roots keep their multiplicity. The family may be empty, in which case W = −p. The type `p : ℤ` allows either sign of the phase exponent.

`blochHamiltonian` is the 2×2 matrix at momentum k. Placing h in the upper right corner fixes the sign convention: exchanging the sublattices replaces h by its conjugate and reverses the sign of W.

`winding` is the integral divided by 2πi, as a complex number. In `winding_hopping`, the count and p are therefore read as complex numbers too, and the equation itself shows that the winding is an integer. The hypotheses `hc` and `hz` say that c ≠ 0 and that no root has modulus 1. `winding_eq_card` is the case p = 0. In `winding_root_crossing`, `Function.update z j w` replaces root j by w and leaves the others alone. Here w is a new root outside the unit circle, not the variable exp(ik) used above; the theorem compares the two end positions.

## How the lemmas follow the calculation

`factor_ne_zero` shows that a factor cannot vanish, and `gapped_iff` reduces the determinant to h and uses the argument of a root on the circle as the momentum where the gap closes.

`hasDerivAt_phase` differentiates an exponential. `hasDerivAt_hopping` proves the product rule by induction, adding one root at a time, and then includes c and the phase.

`integral_factor` rewrites the momentum integral as a circle integral. It replaces the two series above by library results: the integral of 1/(w − z) for a point inside the circle, and Cauchy's theorem for a point outside, where the integrand is holomorphic on the disc.

`winding_hopping` divides the derivative by h, uses continuity to integrate term by term, and turns the sum of the values 2πi and 0 into a count. For the root crossing, the set of inner indices loses exactly j, so its size drops by one.

## Limits for numerical use

The theorems concern the exact integral and exact roots. They give no error bound for a k-grid, a quadrature rule or a polynomial solver. They start from the factored amplitude, so passing from hopping amplitudes to roots is left to the user.

The model is a translation-invariant, non-interacting chain with one orbital per sublattice and finitely many roots. Several orbitals per sublattice would make h a matrix, and disorder would remove the Bloch momentum; neither case is treated. The theorems also make no statement about edge states in an open chain.
